# How the two-component Hamiltonian A + BX transforms under time reversal when the full block Hamiltonian is time-reversal symmetric

A finite complex block matrix H, with upper blocks A and B, is assumed to commute with the antilinear operator diag(U₁, U₂)K, where K is complex conjugation and U₁ is unitary. For any coupling matrix X, the theorem `effective_partner` compares h = A + BX with h′ = A + BX′, where X′ = U₂ conj(X) U₁† is the time-reversed coupling, and states that h′U₁ = U₁ conj(h). Neither Hermiticity of H nor unitarity of U₂ is assumed, and X need not satisfy any decoupling equation. The proof takes the relations AU₁ = U₁ conj(A) and BU₂ = U₁ conj(B) from the symmetry, cancels U₁†U₁, and uses an auxiliary identity `hc` that distributes conjugation over A + BX.

As first written in Lean, the proof fails:

```lean
import Mathlib

open Matrix

namespace TwoComponentTimeReversal

noncomputable section

variable {l m n : Type*} [Fintype l] [Fintype m] [Fintype n]
  [DecidableEq l] [DecidableEq m] [DecidableEq n]

/-- The entrywise complex conjugate of a matrix. -/
def cc {m n : Type*} (M : Matrix m n ℂ) : Matrix m n ℂ := M.map star

/-- The antilinear operator `U K`: complex conjugation followed by the matrix `U`. -/
def antiK (U : Matrix n n ℂ) (v : n → ℂ) : n → ℂ := U *ᵥ star v

/-- The matrix `H` commutes with the antilinear operator `U K` on every vector. -/
def CommutesWith (H U : Matrix n n ℂ) : Prop :=
  ∀ v, H *ᵥ antiK U v = antiK U (H *ᵥ v)

/-- The two-component Hamiltonian `A + B X`. -/
def effective (A : Matrix m m ℂ) (B : Matrix m n ℂ) (X : Matrix n m ℂ) : Matrix m m ℂ :=
  A + B * X

/-- The time-reversed coupling matrix `U₂ conj(X) U₁†`. -/
def partner (U₁ : Matrix m m ℂ) (U₂ : Matrix n n ℂ) (X : Matrix n m ℂ) : Matrix n m ℂ :=
  U₂ * cc X * U₁ᴴ

omit [Fintype l] [Fintype n] [DecidableEq l] [DecidableEq m] [DecidableEq n] in
private lemma cc_mul (M : Matrix l m ℂ) (N : Matrix m n ℂ) : cc (M * N) = cc M * cc N := by
  ext i j
  simp [cc, Matrix.mul_apply]

omit [Fintype m] [DecidableEq m] [DecidableEq n] in
private lemma star_mulVec_cc (M : Matrix m n ℂ) (v : n → ℂ) :
    star (M *ᵥ v) = cc M *ᵥ star v := by
  ext i
  simp [cc, Matrix.mulVec, dotProduct]

omit [DecidableEq n] in
private lemma partner_mul {U₁ : Matrix m m ℂ} (hU₁ : U₁ ∈ unitaryGroup m ℂ)
    (U₂ : Matrix n n ℂ) (X : Matrix n m ℂ) : partner U₁ U₂ X * U₁ = U₂ * cc X := by
  have h : U₁ᴴ * U₁ = 1 := Matrix.mem_unitaryGroup_iff'.1 hU₁
  rw [partner, Matrix.mul_assoc, h, Matrix.mul_one]

/-- `H` commutes with `U K` exactly when `H U = U conj(H)`. -/
theorem commutesWith_iff (H U : Matrix n n ℂ) : CommutesWith H U ↔ H * U = U * cc H := by
  constructor
  · intro h
    apply Matrix.toLin'.injective
    refine LinearMap.ext fun w => ?_
    have := h (star w)
    simp only [antiK, star_mulVec_cc, star_star, Matrix.mulVec_mulVec] at this
    simpa only [Matrix.toLin'_apply] using this
  · intro h v
    simp only [antiK, star_mulVec_cc, Matrix.mulVec_mulVec, h]

variable {A : Matrix m m ℂ} {B : Matrix m n ℂ} {C : Matrix n m ℂ} {D : Matrix n n ℂ}
  {U₁ : Matrix m m ℂ} {U₂ : Matrix n n ℂ}

/-- Commutation of a block matrix with `diag(U₁, U₂) K`, written block by block. -/
theorem block_relations :
    CommutesWith (fromBlocks A B C D) (fromBlocks U₁ 0 0 U₂) ↔
      A * U₁ = U₁ * cc A ∧ B * U₂ = U₁ * cc B ∧ C * U₁ = U₂ * cc C ∧ D * U₂ = U₂ * cc D := by
  rw [commutesWith_iff]
  simp only [cc, Matrix.fromBlocks_map, Matrix.fromBlocks_multiply, Matrix.fromBlocks_inj,
    Matrix.mul_zero, Matrix.zero_mul, add_zero, zero_add]

/-- If `U₁` is unitary and `H` commutes with `diag(U₁, U₂) K`, the two-component Hamiltonians `h` of
`X` and `h'` of its time-reversed partner satisfy `h' U₁ = U₁ conj(h)`. -/
theorem effective_partner (hU₁ : U₁ ∈ unitaryGroup m ℂ)
    (hH : CommutesWith (fromBlocks A B C D) (fromBlocks U₁ 0 0 U₂)) (X : Matrix n m ℂ) :
    effective A B (partner U₁ U₂ X) * U₁ = U₁ * cc (effective A B X) := by
  obtain ⟨hA, hB, -, -⟩ := block_relations.1 hH
  have hc : cc (A + B * X) = cc A + cc B * cc X := by
    rw [← cc_mul]
    ext i j
    simp [cc]
  unfold effective
  rw [hc, Matrix.add_mul, Matrix.mul_assoc, partner_mul hU₁, ← Matrix.mul_assoc, hB, hA,
    Matrix.mul_add, Matrix.mul_assoc]

end

end TwoComponentTimeReversal
```

Messages:

```
Main.lean:76:51: error: unsolved goals
m : Type u_2
n : Type u_3
inst✝³ : Fintype m
inst✝² : Fintype n
inst✝¹ : DecidableEq m
inst✝ : DecidableEq n
A : Matrix m m ℂ
B : Matrix m n ℂ
C : Matrix n m ℂ
D : Matrix n n ℂ
U₁ : Matrix m m ℂ
U₂ : Matrix n n ℂ
hU₁ : U₁ ∈ unitaryGroup m ℂ
hH : CommutesWith (fromBlocks A B C D) (fromBlocks U₁ 0 0 U₂)
X : Matrix n m ℂ
hA : A * U₁ = U₁ * cc A
hB : B * U₂ = U₁ * cc B
i j : m
⊢ (starRingEnd ℂ) ((B * X) i j) = (B.map ⇑(starRingEnd ℂ) * X.map ⇑(starRingEnd ℂ)) i j
```

Cause. The error lies in the proof of `hc`. After `rw [← cc_mul]`, what remains is that conjugation distributes over the sum of `A` and `B * X`, which needs nothing about the product itself. But `simp [cc]` also uses Lean's default simplification rules, and these treat the two sides differently. On the left, the goal keeps the conjugate of the entry `(B * X) i j`; on the right, conjugation has been pushed into the product, giving an entry of the product of the conjugated matrices. The two are equal, but `simp` does not bring them to a common form, so the goal stays open.

The repair replaces the call with `simp only [cc, Matrix.map_apply, Matrix.add_apply, star_add]`. These rules unfold `cc`, read off entries and distribute `star` over the sum, without splitting the product. Both sides become `star (A i j) + star ((B * X) i j)`, and the goal closes.

This version goes through:

```diff
@@ -77,5 +77,5 @@
     rw [← cc_mul]
     ext i j
-    simp [cc]
+    simp only [cc, Matrix.map_apply, Matrix.add_apply, star_add]
   unfold effective
   rw [hc, Matrix.add_mul, Matrix.mul_assoc, partner_mul hU₁, ← Matrix.mul_assoc, hB, hA,
```
